# In finite dimension, an empty Weinstein interval (R−s, R+s) with s > 0 forces an equal superposition of eigenvectors at its endpoints

**Q:** For a Hermitian H and a unit vector x with mean energy R, I define the energy spread by s² = ⟨x,H²x⟩ − R². Your file uses the length of a residual vector. Is that the same quantity?

**A:** Yes. For Hermitian H and ‖x‖ = 1, expanding the square gives

‖(H − R)x‖² = ⟨x,H²x⟩ − 2R⟨x,Hx⟩ + R² = ⟨x,H²x⟩ − R².

The residual form also makes sense at any trial energy c, where I write r = ‖(H − c)x‖. The setting is a complex inner product space `E`.

```lean
import Mathlib

open Module.End

namespace WeinsteinSharpness

noncomputable section

variable {E : Type*} [NormedAddCommGroup E] [InnerProductSpace ℂ E]
```

**Q:** Why does the mean contain a real part?

**A:** Only to give it a real type. For Hermitian H, ⟨x,Hx⟩ is already real.

```lean
/-- The real number `Re ⟨x, H x⟩`. For Hermitian `H` and a unit vector `x` it is the mean energy. -/
def meanEnergy (H : E →ₗ[ℂ] E) (x : E) : ℝ := (inner ℂ x (H x)).re

/-- The residual vector `(H - c) x` at the trial energy `c`. -/
def residual (H : E →ₗ[ℂ] E) (c : ℝ) (x : E) : E := H x - (c : ℂ) • x

/-- The norm of the residual at `meanEnergy H x`. For Hermitian `H` and a unit vector `x` it is the
energy standard deviation. -/
def energyDeviation (H : E →ₗ[ℂ] E) (x : E) : ℝ := ‖residual H (meanEnergy H x) x‖
```

**Q:** And "no eigenvalue in the interval"?

**A:** `NoLevelIn` excludes real eigenvalues strictly between the endpoints. A Hermitian operator has no others, and the endpoints themselves remain allowed.

```lean
/-- No eigenvalue of `H` lies in the open interval `(a, b)`. -/
def NoLevelIn (H : E →ₗ[ℂ] E) (a b : ℝ) : Prop :=
  ∀ μ : ℝ, HasEigenvalue H (μ : ℂ) → ¬ (a < μ ∧ μ < b)
```

**Q:** Show me the physics, then. Why should two levels be orthogonal, and what is the mean energy of their sum?

**A:** If Hy = ay and Hz = bz with a ≠ b, then

a⟨y,z⟩ = ⟨Hy,z⟩ = ⟨y,Hz⟩ = b⟨y,z⟩,

so ⟨y,z⟩ = 0. The cross terms in ⟨y + z, H(y + z)⟩ then vanish, leaving a‖y‖² + b‖z‖². This is the mean energy when y + z is a unit vector. The two lemmas follow these lines, with `IsSymmetric` moving H across the inner product.

```lean
/-- Eigenvectors of a Hermitian operator at different energies are orthogonal. -/
theorem orthogonal_levels {H : E →ₗ[ℂ] E} (hH : H.IsSymmetric) {a b : ℝ} (hab : a ≠ b)
    {y z : E} (hy : H y = (a : ℂ) • y) (hz : H z = (b : ℂ) • z) : inner ℂ y z = 0 := by
  have h := hH y z
  rw [hy, hz, inner_smul_left, inner_smul_right, Complex.conj_ofReal] at h
  by_contra hne
  exact hab (Complex.ofReal_injective (mul_right_cancel₀ hne h))

/-- For Hermitian `H`, the value of `meanEnergy` on a sum of two eigenvectors at different energies
is the sum of the two energies weighted by the squared norms. -/
theorem meanEnergy_superposition {H : E →ₗ[ℂ] E} (hH : H.IsSymmetric) {a b : ℝ}
    (hab : a ≠ b) {y z : E} (hy : H y = (a : ℂ) • y) (hz : H z = (b : ℂ) • z) :
    meanEnergy H (y + z) = a * ‖y‖ ^ 2 + b * ‖z‖ ^ 2 := by
  have h0 := orthogonal_levels hH hab hy hz
  have h1 := orthogonal_levels hH hab.symm hz hy
  have hn : ∀ u : E, inner ℂ u u = ((‖u‖ ^ 2 : ℝ) : ℂ) := fun u =>
    (inner_self_eq_norm_sq_to_K (𝕜 := ℂ) u).trans (Complex.ofReal_pow _ _).symm
  simp only [meanEnergy, map_add, hy, hz, inner_add_left, inner_add_right,
    inner_smul_right, h0, h1, hn, add_zero, zero_add, Complex.add_re,
    Complex.re_ofReal_mul, Complex.ofReal_re]
```

**Q:** Where does the empty interval enter?

**A:** Let H be Hermitian, the dimension finite and x a unit vector. Take an orthonormal eigenbasis bᵢ with energies λᵢ, and set pᵢ = |⟨bᵢ,x⟩|². Then

Σᵢ pᵢ = 1 and Σᵢ (λᵢ − c)² pᵢ = r²,

and hence

Σᵢ ((λᵢ − c)² − r²) pᵢ = 0.

With no level in (c − r, c + r), every term is nonnegative, so every term is zero. Each level present in x satisfies (λᵢ − c)² = r², which gives (H − c)²x = r²x.

In the proof, `hsum` is the vanishing sum, `hpos` the sign of its terms, and `hzero` their vanishing. The final vector identity is checked coefficient by coefficient.

```lean
/-- If no eigenvalue lies closer to `c` than the residual norm `r` of a unit vector `x`,
then `(H - c)² x = r² x`. -/
theorem residual_residual [FiniteDimensional ℂ E] {H : E →ₗ[ℂ] E} (hH : H.IsSymmetric)
    {x : E} (hx : ‖x‖ = 1) {c r : ℝ} (hr : ‖residual H c x‖ = r)
    (gap : NoLevelIn H (c - r) (c + r)) :
    residual H c (residual H c x) = ((r : ℂ) ^ 2) • x := by
  obtain ⟨b, ev, hev⟩ : ∃ (b : OrthonormalBasis (Fin (Module.finrank ℂ E)) ℂ E)
      (ev : Fin (Module.finrank ℂ E) → ℝ), ∀ i, H (b i) = (ev i : ℂ) • b i :=
    ⟨hH.eigenvectorBasis rfl, hH.eigenvalues rfl, fun i => hH.apply_eigenvectorBasis rfl i⟩
  have hcoef : ∀ i u, inner ℂ (b i) (residual H c u)
      = ((ev i - c : ℝ) : ℂ) * inner ℂ (b i) u := by
    intro i u
    rw [residual, inner_sub_right, inner_smul_right, ← hH (b i) u, hev, inner_smul_left,
      Complex.conj_ofReal, Complex.ofReal_sub]
    ring
  -- the spectral weights average `(λ - c)² - r²` to zero
  have hsum : ∑ i, ((ev i - c) ^ 2 - r ^ 2) * ‖inner ℂ (b i) x‖ ^ 2 = 0 := by
    have h1 := b.sum_sq_norm_inner_right (residual H c x)
    have h2 := b.sum_sq_norm_inner_right x
    simp only [hcoef, norm_mul, mul_pow, Complex.norm_real, Real.norm_eq_abs, sq_abs] at h1
    simp only [sub_mul, Finset.sum_sub_distrib, ← Finset.mul_sum]
    rw [h1, h2, hr, hx]
    ring
  -- the empty interval makes every term nonnegative, so every term vanishes
  have hpos : ∀ i ∈ Finset.univ,
      0 ≤ ((ev i - c) ^ 2 - r ^ 2) * ‖inner ℂ (b i) x‖ ^ 2 := by
    intro i _
    refine mul_nonneg ?_ (sq_nonneg _)
    by_contra hneg
    have hlt : (ev i - c) ^ 2 < r ^ 2 := by linarith [not_le.mp hneg]
    have habs := abs_lt.mp (abs_lt_of_sq_lt_sq hlt (hr ▸ norm_nonneg _))
    exact gap (ev i) (hasEigenvalue_of_hasEigenvector
      ⟨mem_eigenspace_iff.mpr (hev i), b.orthonormal.ne_zero i⟩)
      ⟨by linarith [habs.1], by linarith [habs.2]⟩
  have hzero := (Finset.sum_eq_zero_iff_of_nonneg hpos).mp hsum
  have hn : ‖residual H c (residual H c x) - ((r : ℂ) ^ 2) • x‖ ^ 2 = 0 := by
    rw [← b.sum_sq_norm_inner_right]
    refine Finset.sum_eq_zero fun i hi => ?_
    rw [inner_sub_right, hcoef, hcoef, inner_smul_right]
    rcases mul_eq_zero.mp (hzero i hi) with h | h
    · have hc : ((ev i - c : ℝ) : ℂ) ^ 2 = (r : ℂ) ^ 2 := by
        exact_mod_cast sub_eq_zero.mp h
      have h0 : ((ev i - c : ℝ) : ℂ) * (((ev i - c : ℝ) : ℂ) * inner ℂ (b i) x)
          - (r : ℂ) ^ 2 * inner ℂ (b i) x = 0 := by
        linear_combination (inner ℂ (b i) x) * hc
      rw [h0]
      simp
    · have hq : inner ℂ (b i) x = 0 :=
        norm_eq_zero.mp ((pow_eq_zero_iff two_ne_zero).mp h)
      rw [hq]
      simp
  exact sub_eq_zero.mp (norm_eq_zero.mp ((pow_eq_zero_iff two_ne_zero).mp hn))
```

**Q:** How do you extract the two components?

**A:** Under the same hypotheses, put w = (H − c)x, so that (H − c)w = r²x. For r > 0 define

y = (x − w/r)/2, z = (x + w/r)/2.

They sum to x, and

(H − c)y = (w − rx)/2 = −ry,
(H − c)z = (w + rx)/2 = rz.

Let M be the mean energy of x. Orthogonality gives ‖y‖² + ‖z‖² = 1, and the mean gives M = (c − r)‖y‖² + (c + r)‖z‖². Therefore

‖z‖² − ‖y‖² = (M − c)/r,

which fixes both weights. If M = c − r or M = c + r, one of the two vectors is zero and only the other is an eigenvector. In Lean, `k` plays the part of 1/r, `linear_combination` checks the eigenvector equations, and `hp` and `hd` are the two weight equations.

```lean
/-- Let a unit vector have residual norm `r > 0` at the trial energy `c`. If `(c-r, c+r)` contains
no eigenvalue, the vector is a sum of orthogonal vectors `y` and `z` with `H y = (c - r) y` and `H z
= (c + r) z`, one of which may be zero, with weights fixed by its mean energy. -/
theorem decomposition_of_empty_interval [FiniteDimensional ℂ E] {H : E →ₗ[ℂ] E}
    (hH : H.IsSymmetric) {x : E} (hx : ‖x‖ = 1) {c r : ℝ} (hr : ‖residual H c x‖ = r)
    (hr0 : 0 < r) (gap : NoLevelIn H (c - r) (c + r)) :
    ∃ y z : E, x = y + z ∧ inner ℂ y z = 0 ∧
      H y = ((c - r : ℝ) : ℂ) • y ∧ H z = ((c + r : ℝ) : ℂ) • z ∧
      ‖y‖ ^ 2 = (1 - (meanEnergy H x - c) / r) / 2 ∧
      ‖z‖ ^ 2 = (1 + (meanEnergy H x - c) / r) / 2 := by
  obtain ⟨y, z, hxyz, hy, hz⟩ : ∃ y z : E, x = y + z ∧
      H y = ((c - r : ℝ) : ℂ) • y ∧ H z = ((c + r : ℝ) : ℂ) • z := by
    obtain ⟨w, hw⟩ : ∃ w, w = residual H c x := ⟨_, rfl⟩
    have hHx : H x = (c : ℂ) • x + w := by
      rw [hw, residual]
      abel
    have key : H w - (c : ℂ) • w = ((r : ℂ) ^ 2) • x := by
      rw [hw]
      exact residual_residual hH hx hr gap
    have hHw : H w = (c : ℂ) • w + ((r : ℂ) ^ 2) • x := sub_eq_iff_eq_add'.mp key
    obtain ⟨k, hk⟩ : ∃ k : ℂ, k * (r : ℂ) = 1 :=
      ⟨(r : ℂ)⁻¹, inv_mul_cancel₀ (Complex.ofReal_ne_zero.mpr hr0.ne')⟩
    -- the two spectral components are `(x ∓ (H - c) x / r) / 2`
    refine ⟨(1 / 2 : ℂ) • (x - k • w), (1 / 2 : ℂ) • (x + k • w), by module, ?_, ?_⟩
    · simp only [map_smul, map_sub, hHx, hHw, Complex.ofReal_sub]
      linear_combination (norm := module) (-(1 / 2) : ℂ) • (hk • (w + (r : ℂ) • x))
    · simp only [map_smul, map_add, hHx, hHw, Complex.ofReal_add]
      linear_combination (norm := module) (1 / 2 : ℂ) • (hk • ((r : ℂ) • x - w))
  have hne : c - r ≠ c + r := by linarith [hr0] |> fun h : c - r < c + r => h.ne
  have h0 := orthogonal_levels hH hne hy hz
  have hm := meanEnergy_superposition hH hne hy hz
  rw [← hxyz] at hm
  have hp : ‖y‖ ^ 2 + ‖z‖ ^ 2 = 1 := by
    have h := norm_add_sq (𝕜 := ℂ) y z
    rw [← hxyz, hx, h0, map_zero] at h
    linarith
  have hd : (meanEnergy H x - c) / r = ‖z‖ ^ 2 - ‖y‖ ^ 2 := by
    rw [div_eq_iff hr0.ne']
    linear_combination hm + c * hp
  exact ⟨y, z, hxyz, h0, hy, hz, by rw [hd]; linarith, by rw [hd]; linarith⟩
```

**Q:** And at the mean energy itself?

**A:** Setting c = M = R and r = s makes both weights 1/2. The dimension is again finite, and the hypotheses `hH`, `hx`, `hR`, `hs`, `hs0` and `gap` are Hermiticity, normalisation, the mean, the deviation, s > 0 and the empty interval.

```lean
/-- If a unit vector has mean energy `R` and deviation `s > 0` and no eigenvalue lies in `(R-s,
R+s)`, it is a sum of orthogonal eigenvectors at `R - s` and `R + s`, each of weight one half. -/
theorem weinstein_sharpness [FiniteDimensional ℂ E] {H : E →ₗ[ℂ] E} (hH : H.IsSymmetric)
    {x : E} (hx : ‖x‖ = 1) {R s : ℝ} (hR : meanEnergy H x = R)
    (hs : energyDeviation H x = s) (hs0 : 0 < s) (gap : NoLevelIn H (R - s) (R + s)) :
    ∃ y z : E, x = y + z ∧ inner ℂ y z = 0 ∧
      H y = ((R - s : ℝ) : ℂ) • y ∧ H z = ((R + s : ℝ) : ℂ) • z ∧
      ‖y‖ ^ 2 = 1 / 2 ∧ ‖z‖ ^ 2 = 1 / 2 := by
  subst hR
  obtain ⟨y, z, h, h0, hy, hz, hp, hq⟩ := decomposition_of_empty_interval hH hx hs hs0 gap
  exact ⟨y, z, h, h0, hy, hz, by rw [hp]; simp, by rw [hq]; simp⟩
```

Under these same hypotheses both components are nonzero, so both endpoints are genuine eigenvalues.

```lean
/-- If the open Weinstein interval contains no eigenvalue, both of its endpoints are
eigenvalues. -/
theorem endpoints_are_levels [FiniteDimensional ℂ E] {H : E →ₗ[ℂ] E} (hH : H.IsSymmetric)
    {x : E} (hx : ‖x‖ = 1) {R s : ℝ} (hR : meanEnergy H x = R)
    (hs : energyDeviation H x = s) (hs0 : 0 < s) (gap : NoLevelIn H (R - s) (R + s)) :
    HasEigenvalue H ((R - s : ℝ) : ℂ) ∧ HasEigenvalue H ((R + s : ℝ) : ℂ) := by
  obtain ⟨y, z, -, -, hy, hz, hp, hq⟩ := weinstein_sharpness hH hx hR hs hs0 gap
  have hne : ∀ u : E, ‖u‖ ^ 2 = 1 / 2 → u ≠ 0 := by
    rintro u hu rfl
    norm_num at hu
  exact ⟨hasEigenvalue_of_hasEigenvector ⟨mem_eigenspace_iff.mpr hy, hne y hp⟩,
    hasEigenvalue_of_hasEigenvector ⟨mem_eigenspace_iff.mpr hz, hne z hq⟩⟩
```

**Q:** What if a level does lie inside?

**A:** The conclusion can fail. Take H = diag(−1, 0, 1) and x = (1/2, 1/√2, 1/2). Then R = 0 and s = 1/√2, the level 0 lies inside, and neither endpoint is an eigenvalue.

**Q:** And in one dimension?

**A:** Every unit vector is an eigenvector there, so s = 0 and the theorem doesn't apply. Two orthogonal nonzero components wouldn't fit anyway. Dimension two is the smallest case.

**Q:** Does every balanced superposition have mean R and deviation s?

**A:** Yes. If y and z have energies R − s and R + s and squared norms 1/2, their sum is a unit vector with mean R, and

(H − R)(y + z) = s(z − y).

Since ‖z − y‖ = 1, the deviation is s. The interval need not be empty, though: H may have other levels between R − s and R + s that are absent from the state.

```lean
/-- For Hermitian `H` and `s > 0`, a sum of eigenvectors at `R - s` and `R + s`, each of weight one
half, is a unit vector with mean energy `R` and energy deviation `s`. -/
theorem balanced_superposition {H : E →ₗ[ℂ] E} (hH : H.IsSymmetric) {R s : ℝ} (hs0 : 0 < s)
    {y z : E} (hy : H y = ((R - s : ℝ) : ℂ) • y) (hz : H z = ((R + s : ℝ) : ℂ) • z)
    (hp : ‖y‖ ^ 2 = 1 / 2) (hq : ‖z‖ ^ 2 = 1 / 2) :
    ‖y + z‖ = 1 ∧ meanEnergy H (y + z) = R ∧ energyDeviation H (y + z) = s := by
  have hlt : R - s < R + s := by linarith
  have h1 := orthogonal_levels hH hlt.ne' hz hy
  have hm : meanEnergy H (y + z) = R := by
    rw [meanEnergy_superposition hH hlt.ne hy hz, hp, hq]
    ring
  have hadd : ‖y + z‖ ^ 2 = 1 := by
    rw [add_comm, norm_add_sq (𝕜 := ℂ), h1, map_zero, hp, hq]
    norm_num
  have hsub : ‖z - y‖ ^ 2 = 1 := by
    rw [norm_sub_sq (𝕜 := ℂ), h1, map_zero, hp, hq]
    norm_num
  -- the residual flips the relative sign of the two components
  have hres : residual H R (y + z) = (s : ℂ) • (z - y) := by
    simp only [residual, map_add, hy, hz, Complex.ofReal_sub, Complex.ofReal_add]
    module
  refine ⟨by nlinarith [norm_nonneg (y + z)], hm, ?_⟩
  have hone : ‖z - y‖ = 1 := by nlinarith [norm_nonneg (z - y)]
  rw [energyDeviation, hm, hres, norm_smul, hone, Complex.norm_real, Real.norm_eq_abs,
    abs_of_pos hs0, mul_one]
```

**Q:** Then give me an actual Hamiltonian.

**A:** Take diag(R − s, R + s) and the state (1/√2, 1/√2). The previous result supplies its mean and deviation. An eigenvector with energy μ strictly between the levels would need both amplitudes to vanish, which is impossible.

```lean
/-- The two-level Hamiltonian with energies `R - s` and `R + s`. -/
def twoLevel (R s : ℝ) : EuclideanSpace ℂ (Fin 2) →ₗ[ℂ] EuclideanSpace ℂ (Fin 2) where
  toFun v := !₂[((R - s : ℝ) : ℂ) * v 0, ((R + s : ℝ) : ℂ) * v 1]
  map_add' u v := by ext i; fin_cases i <;> simp [mul_add]
  map_smul' a v := by ext i; fin_cases i <;> simp <;> ring

/-- The vector with both amplitudes equal to `1/√2`. -/
def balancedState : EuclideanSpace ℂ (Fin 2) :=
  !₂[(((√2)⁻¹ : ℝ) : ℂ), (((√2)⁻¹ : ℝ) : ℂ)]

/-- For every `R` and `s > 0`, the two-level Hamiltonian and the balanced state have mean
energy `R`, deviation `s` and no eigenvalue in `(R-s, R+s)`. -/
theorem weinstein_sharpness_witness (R : ℝ) {s : ℝ} (hs0 : 0 < s) :
    (twoLevel R s).IsSymmetric ∧ ‖balancedState‖ = 1 ∧
      meanEnergy (twoLevel R s) balancedState = R ∧
      energyDeviation (twoLevel R s) balancedState = s ∧
      NoLevelIn (twoLevel R s) (R - s) (R + s) := by
  have hsym : (twoLevel R s).IsSymmetric := by
    intro u v
    simp [twoLevel, PiLp.inner_apply, Fin.sum_univ_two]
    ring
  have hsplit : balancedState = !₂[(((√2)⁻¹ : ℝ) : ℂ), 0] + !₂[0, (((√2)⁻¹ : ℝ) : ℂ)] := by
    ext i; fin_cases i <;> simp [balancedState]
  have hbal := balanced_superposition hsym (R := R) hs0
    (y := !₂[(((√2)⁻¹ : ℝ) : ℂ), 0]) (z := !₂[0, (((√2)⁻¹ : ℝ) : ℂ)])
    (by ext i; fin_cases i <;> simp [twoLevel])
    (by ext i; fin_cases i <;> simp [twoLevel])
    (by simp [EuclideanSpace.norm_sq_eq, Fin.sum_univ_two])
    (by simp [EuclideanSpace.norm_sq_eq, Fin.sum_univ_two])
  rw [← hsplit] at hbal
  refine ⟨hsym, hbal.1, hbal.2.1, hbal.2.2, ?_⟩
  rintro μ hμ ⟨hl, hu⟩
  obtain ⟨v, hv⟩ := hμ.exists_hasEigenvector
  have e0 : ((R - s : ℝ) : ℂ) * v 0 = (μ : ℂ) * v 0 :=
    congrArg (fun u : EuclideanSpace ℂ (Fin 2) => u 0) hv.apply_eq_smul
  have e1 : ((R + s : ℝ) : ℂ) * v 1 = (μ : ℂ) * v 1 :=
    congrArg (fun u : EuclideanSpace ℂ (Fin 2) => u 1) hv.apply_eq_smul
  -- strictly between the levels both amplitudes must vanish
  have v0 : v 0 = 0 := by
    by_contra h
    exact hl.ne (Complex.ofReal_injective (mul_right_cancel₀ h e0))
  have v1 : v 1 = 0 := by
    by_contra h
    exact hu.ne' (Complex.ofReal_injective (mul_right_cancel₀ h e1))
  apply hv.2
  ext i
  fin_cases i
  · simpa using v0
  · simpa using v1

end

end WeinsteinSharpness
```

```lean
#print axioms WeinsteinSharpness.endpoints_are_levels
```

```
'WeinsteinSharpness.endpoints_are_levels' depends on axioms: [propext, Classical.choice, Quot.sound]
```

**Q:** What may I use this for in electronic structure?

**A:** For a Hermitian Hamiltonian matrix in a finite orthonormal basis, the closed interval [R − s, R + s] always contains a level: if the open interval is empty and s > 0, the endpoints are levels, and if s = 0, R itself is one. The two-level example shows that no smaller radius around R can be guaranteed from R and s alone. The levels concerned are those of the matrix. Unbounded Hamiltonians and continuous spectra are not covered.
